# Band moments of \(H=C+DS\) for real \(C,D\) and a Hermitian, zero-diagonal \(S\)

Suppose my program multiplies the structure matrix by a wrong real factor while assembling a canonical-band Hamiltonian. The matrix is still Hermitian, so its levels are still real, and the band may look plausible. An independent value for the width can expose an error in the size of that factor, though not in its sign.

I believe such a value exists. Let \(S\) be an \(n\times n\) Hermitian matrix with zero diagonal, and let \(H=C+DS\) with real band centre \(C\) and real scale \(D\). The eigenvalues \(\varepsilon_i\) of \(H\) should then satisfy

\[
\sum_i \varepsilon_i = nC,\qquad \sum_i(\varepsilon_i-C)^2 = D^2\sum_{i,j}|S_{ij}|^2 .
\]

Can this be made rigorous and machine-checked?

## From traces of \(S^p\) to the levels

Yes. Let \(V\) be the unitary matrix whose columns are the eigenvectors of \(H\), and let \(\Delta\) be the diagonal matrix with entries \(\varepsilon_i-C\). Then \((H-C)V=V\Delta\), and repeating this \(p\) times gives \((H-C)^pV=V\Delta^p\). Since \(VV^\dagger=V^\dagger V=1\) and the trace is cyclic,

\[
\operatorname{tr}(H-C)^p=\operatorname{tr}(V\Delta^pV^\dagger)=\operatorname{tr}\Delta^p=\sum_i(\varepsilon_i-C)^p .
\]

But \(H-C=DS\), so every moment about \(C\) is

\[
\sum_i(\varepsilon_i-C)^p=D^p\operatorname{tr}S^p .
\]

- For \(p=1\), the zero diagonal gives \(\operatorname{tr}S=0\), hence \(\sum_i\varepsilon_i=nC\).
- For \(p=2\), \(\operatorname{tr}S^2=\sum_{i,j}S_{ij}S_{ji}=\sum_{i,j}|S_{ij}|^2\), because \(S_{ji}=S_{ij}^*\).
- For \(p=3\), \(\operatorname{tr}S^3=\sum_{i,j,k}S_{ij}S_{jk}S_{ki}\), a sum over closed three-step paths.

Write \(M\) for the second moment \(D^2\sum_{i,j}|S_{ij}|^2\). All levels equal \(C\) exactly when \(M=0\), that is, when \(D=0\) or \(S=0\).

The moments also limit each single level. Put \(x_i=\varepsilon_i-C\). With zero diagonal, \(x_k=-\sum_{i\ne k}x_i\), and Cauchy–Schwarz gives

\[
x_k^2\le(n-1)\sum_{i\ne k}x_i^2=(n-1)(M-x_k^2),
\]

so \(n x_k^2\le(n-1)M\). For two orbitals, labelled 0 and 1, \(x_1=-x_0\) and \(M=2D^2|S_{01}|^2\). Hence \(x_k^2=D^2|S_{01}|^2\), which attains the bound.

The zero diagonal matters for the first sum. Take one orbital with \(S=(1)\): the only level is \(C+D\), which differs from \(C\) whenever \(D\neq0\). The bound fails too, since it would read \(D^2\le0\). The second-moment identity survives.

## Orbitals, band centre and scale in Lean

The finite type `n` labels the orbitals, and `Fintype.card n` is their number, written \(n\) in the formulas. `S : Matrix n n ℂ` is the structure matrix, and `bandH C D S` is \(H\). The hypothesis `hS` says that \(S\) is Hermitian, and `h0` that its diagonal vanishes. `bandEnergy C D hS i` is an eigenvalue of \(H\), counted with multiplicity; its index labels a level and does not tie that level to orbital `i`.

The main theorem, `canonical_band_moments`, states the two sums. `central_moment`, `second_moment`, `third_moment` and `band_collapses_iff` do not need `h0`.

Physically, \(C\) stands for the energy about which an orbital channel forms its band, and \(D\) for the strength with which the structure matrix broadens it. Both are given numbers here, shared by all orbitals and independent of energy; they are not derived from a potential. The basis is orthonormal. A Bloch matrix \(S(\mathbf k)\) can have diagonal terms from hops to periodic images, and then `h0` fails.

For this finite, non-interacting model, the result gives the mean and root-mean-square width of the band without diagonalisation, as a check on an electronic-structure code.

```lean
import Mathlib

open Matrix

namespace CanonicalBandMoments

noncomputable section

variable {n : Type*} [Fintype n] [DecidableEq n]

/-- The canonical band Hamiltonian `H = C + D S`, with band centre `C`, scale `D` and
structure matrix `S`. -/
def bandH (C D : ℝ) (S : Matrix n n ℂ) : Matrix n n ℂ :=
  (C : ℂ) • (1 : Matrix n n ℂ) + (D : ℂ) • S

omit [Fintype n] in
/-- The canonical band Hamiltonian is Hermitian when the structure matrix is. -/
theorem bandH_isHermitian (C D : ℝ) {S : Matrix n n ℂ} (hS : S.IsHermitian) :
    (bandH C D S).IsHermitian := by
  unfold Matrix.IsHermitian
  rw [bandH, conjTranspose_add, conjTranspose_smul, conjTranspose_smul,
    conjTranspose_one, hS.eq]
  simp

/-- The band energies: the eigenvalues of `H = C + D S`, counted with multiplicity. -/
def bandEnergy (C D : ℝ) {S : Matrix n n ℂ} (hS : S.IsHermitian) (i : n) : ℝ :=
  (bandH_isHermitian C D hS).eigenvalues i

/-- For a Hermitian matrix `A`, the trace of `(A - c)^p` is the sum of the `p`-th powers of
the deviations of the eigenvalues from `c`. -/
theorem trace_sub_pow {A : Matrix n n ℂ} (hA : A.IsHermitian) (c : ℝ) (p : ℕ) :
    ((A - (c : ℂ) • (1 : Matrix n n ℂ)) ^ p).trace
      = ((∑ i, (hA.eigenvalues i - c) ^ p : ℝ) : ℂ) := by
  -- the eigenvectors form the columns of a unitary matrix
  obtain ⟨V, hV, hAV⟩ : ∃ V : Matrix n n ℂ, V * star V = 1 ∧
      A * V = V * diagonal (fun j => (hA.eigenvalues j : ℂ)) := by
    refine ⟨(hA.eigenvectorUnitary : Matrix n n ℂ),
      Matrix.mem_unitaryGroup_iff.mp hA.eigenvectorUnitary.2, ?_⟩
    ext i j
    have h := congrFun (hA.mulVec_eigenvectorBasis j) i
    rw [Matrix.mul_diagonal, mul_comm]
    exact h
  have hV' : star V * V = 1 := mul_eq_one_comm.mp hV
  set B := A - (c : ℂ) • (1 : Matrix n n ℂ) with hBdef
  let d : n → ℂ := fun j => ((hA.eigenvalues j - c : ℝ) : ℂ)
  have hB : B * V = V * diagonal d := by
    rw [hBdef, sub_mul, hAV, smul_mul_assoc, one_mul]
    ext i j
    simp only [d, Matrix.sub_apply, Matrix.smul_apply, Matrix.mul_diagonal, smul_eq_mul,
      Complex.ofReal_sub]
    ring
  have hp : B ^ p * V = V * diagonal d ^ p := by
    induction p with
    | zero => simp
    | succ p ih => rw [pow_succ, mul_assoc, hB, ← mul_assoc, ih, mul_assoc, ← pow_succ]
  -- cyclicity of the trace removes the eigenvector matrix
  calc (B ^ p).trace = (B ^ p * V * star V).trace := by rw [mul_assoc, hV, mul_one]
    _ = (V * diagonal d ^ p * star V).trace := by rw [hp]
    _ = (diagonal d ^ p).trace := by
        rw [Matrix.trace_mul_comm, ← mul_assoc, hV', one_mul]
    _ = ((∑ i, (hA.eigenvalues i - c) ^ p : ℝ) : ℂ) := by
        rw [Matrix.diagonal_pow, Matrix.trace_diagonal]
        simp [d]

/-- Every moment of the band about `C` is the corresponding trace of the structure matrix,
scaled by a power of `D`. -/
theorem central_moment (C D : ℝ) {S : Matrix n n ℂ} (hS : S.IsHermitian) (p : ℕ) :
    ((∑ i, (bandEnergy C D hS i - C) ^ p : ℝ) : ℂ) = (D : ℂ) ^ p * (S ^ p).trace := by
  have h := trace_sub_pow (bandH_isHermitian C D hS) C p
  have hs : bandH C D S - (C : ℂ) • (1 : Matrix n n ℂ) = (D : ℂ) • S := by
    rw [bandH, add_sub_cancel_left]
  rw [hs, smul_pow, Matrix.trace_smul, smul_eq_mul] at h
  exact h.symm

/-- The squared deviations of the band energies from `C` sum to `D²` times the sum of all
`|S_ij|²`. -/
theorem second_moment (C D : ℝ) {S : Matrix n n ℂ} (hS : S.IsHermitian) :
    ∑ i, (bandEnergy C D hS i - C) ^ 2 = D ^ 2 * ∑ i, ∑ j, ‖S i j‖ ^ 2 := by
  have ht : (S ^ 2).trace = ((∑ i, ∑ j, ‖S i j‖ ^ 2 : ℝ) : ℂ) := by
    rw [pow_two]
    simp only [Matrix.trace, Matrix.diag_apply, Matrix.mul_apply, Complex.ofReal_sum]
    refine Finset.sum_congr rfl fun i _ => Finset.sum_congr rfl fun j _ => ?_
    -- the hop back is the complex conjugate of the hop out
    rw [← hS.apply j i, Complex.star_def, Complex.mul_conj, Complex.normSq_eq_norm_sq]
  have h := central_moment C D hS 2
  rw [ht] at h
  exact_mod_cast h

/-- **Canonical band moments.** For a Hermitian structure matrix with zero diagonal, the
eigenvalues of `H = C + D S` sum to `n C`, and their squared deviations from `C` sum to
`D² ∑ |S_ij|²`. -/
theorem canonical_band_moments (C D : ℝ) {S : Matrix n n ℂ} (hS : S.IsHermitian)
    (h0 : ∀ i, S i i = 0) :
    ∑ i, bandEnergy C D hS i = Fintype.card n * C ∧
      ∑ i, (bandEnergy C D hS i - C) ^ 2 = D ^ 2 * ∑ i, ∑ j, ‖S i j‖ ^ 2 := by
  refine ⟨?_, second_moment C D hS⟩
  have ht : S.trace = 0 := by simp [Matrix.trace, h0]
  have h := central_moment C D hS 1
  simp only [pow_one] at h
  rw [ht, mul_zero] at h
  have h' : ∑ i, (bandEnergy C D hS i - C) = 0 := by exact_mod_cast h
  rw [Finset.sum_sub_distrib, Finset.sum_const, Finset.card_univ, nsmul_eq_mul] at h'
  linarith

/-- The third moment of the band about `C` is `D³` times the sum over closed three-step
paths `i → j → k → i` of products of structure-matrix elements. -/
theorem third_moment (C D : ℝ) {S : Matrix n n ℂ} (hS : S.IsHermitian) :
    ((∑ i, (bandEnergy C D hS i - C) ^ 3 : ℝ) : ℂ)
      = (D : ℂ) ^ 3 * ∑ i, ∑ j, ∑ k, S i j * S j k * S k i := by
  rw [central_moment C D hS 3, pow_succ S 2, pow_two S]
  congr 1
  simp only [Matrix.trace, Matrix.diag_apply, Matrix.mul_apply, Finset.sum_mul]
  exact Finset.sum_congr rfl fun i _ => Finset.sum_comm

/-- All band energies coincide with `C` exactly when the scale `D` or the structure matrix
vanishes. -/
theorem band_collapses_iff (C D : ℝ) {S : Matrix n n ℂ} (hS : S.IsHermitian) :
    (∀ i, bandEnergy C D hS i = C) ↔ D = 0 ∨ S = 0 := by
  have h2 := second_moment C D hS
  constructor
  · intro h
    have hz : D ^ 2 * ∑ i, ∑ j, ‖S i j‖ ^ 2 = 0 := by
      rw [← h2]
      exact Finset.sum_eq_zero fun i _ => by rw [h i]; ring
    rcases mul_eq_zero.mp hz with hD | hsum
    · exact Or.inl (pow_eq_zero_iff two_ne_zero |>.mp hD)
    · right
      ext i j
      have hi := (Finset.sum_eq_zero_iff_of_nonneg
        (fun i _ => Finset.sum_nonneg fun j _ => sq_nonneg ‖S i j‖)).mp hsum i
        (Finset.mem_univ i)
      have hij := (Finset.sum_eq_zero_iff_of_nonneg
        (fun j _ => sq_nonneg ‖S i j‖)).mp hi j (Finset.mem_univ j)
      exact norm_eq_zero.mp (pow_eq_zero_iff two_ne_zero |>.mp hij)
  · intro h i
    have hz : ∑ i, (bandEnergy C D hS i - C) ^ 2 = 0 := by
      rw [h2]
      rcases h with h | h <;> simp [h]
    have hi := (Finset.sum_eq_zero_iff_of_nonneg
      (fun i _ => sq_nonneg (bandEnergy C D hS i - C))).mp hz i (Finset.mem_univ i)
    exact sub_eq_zero.mp (pow_eq_zero_iff two_ne_zero |>.mp hi)

/-- For a structure matrix with zero diagonal, the distance of any band energy from `C` is
bounded by the second moment: `n (ε - C)² ≤ (n - 1) D² ∑ |S_ij|²`. -/
theorem band_edge_bound (C D : ℝ) {S : Matrix n n ℂ} (hS : S.IsHermitian)
    (h0 : ∀ i, S i i = 0) (k : n) :
    (Fintype.card n : ℝ) * (bandEnergy C D hS k - C) ^ 2
      ≤ ((Fintype.card n : ℝ) - 1) * (D ^ 2 * ∑ i, ∑ j, ‖S i j‖ ^ 2) := by
  obtain ⟨h1, h2⟩ := canonical_band_moments C D hS h0
  rw [← h2]
  let x : n → ℝ := fun i => bandEnergy C D hS i - C
  have hx : ∑ i, x i = 0 := by
    simp only [x]
    rw [Finset.sum_sub_distrib, h1, Finset.sum_const, Finset.card_univ, nsmul_eq_mul, sub_self]
  have e1 := Finset.add_sum_erase Finset.univ x (Finset.mem_univ k)
  have e2 := Finset.add_sum_erase Finset.univ (fun i => x i ^ 2) (Finset.mem_univ k)
  have hc : ((Finset.univ.erase k).card : ℝ) = (Fintype.card n : ℝ) - 1 := by
    have h := Finset.card_erase_add_one (Finset.mem_univ k)
    rw [Finset.card_univ] at h
    rw [← h]
    push_cast
    ring
  -- Cauchy-Schwarz for the other levels, whose deviations balance that of level k
  have cs := sq_sum_le_card_mul_sum_sq (s := Finset.univ.erase k) (f := x)
  have e3 : ∑ i ∈ Finset.univ.erase k, x i = -x k := by linarith
  have e4 : ∑ i ∈ Finset.univ.erase k, x i ^ 2 = ∑ i, x i ^ 2 - x k ^ 2 := by
    linarith
  rw [hc, e3, e4] at cs
  change (Fintype.card n : ℝ) * x k ^ 2 ≤ ((Fintype.card n : ℝ) - 1) * ∑ i, x i ^ 2
  linarith

/-- For two orbitals and zero diagonal, both band energies satisfy
`(ε - C)² = D² |S₀₁|²`. -/
theorem two_orbital_levels (C D : ℝ) {S : Matrix (Fin 2) (Fin 2) ℂ} (hS : S.IsHermitian)
    (h0 : ∀ i, S i i = 0) (k : Fin 2) :
    (bandEnergy C D hS k - C) ^ 2 = D ^ 2 * ‖S 0 1‖ ^ 2 := by
  obtain ⟨h1, h2⟩ := canonical_band_moments C D hS h0
  have hn : ‖S 1 0‖ = ‖S 0 1‖ := by rw [← hS.apply 1 0, norm_star]
  simp only [Fin.sum_univ_two, Fintype.card_fin, Nat.cast_ofNat, h0, norm_zero, hn] at h1 h2
  -- the two deviations are opposite, so their squares agree
  have hs : bandEnergy C D hS 1 - C = -(bandEnergy C D hS 0 - C) := by linarith
  rw [hs] at h2
  fin_cases k
  · change (bandEnergy C D hS 0 - C) ^ 2 = _
    linarith
  · change (bandEnergy C D hS 1 - C) ^ 2 = _
    rw [hs]
    linarith

end

end CanonicalBandMoments
```

```lean
#print axioms CanonicalBandMoments.canonical_band_moments
#print axioms CanonicalBandMoments.band_collapses_iff
#print axioms CanonicalBandMoments.band_edge_bound
#print axioms CanonicalBandMoments.two_orbital_levels
```

```
'CanonicalBandMoments.canonical_band_moments' depends on axioms: [propext, Classical.choice, Quot.sound]
'CanonicalBandMoments.band_collapses_iff' depends on axioms: [propext, Classical.choice, Quot.sound]
'CanonicalBandMoments.band_edge_bound' depends on axioms: [propext, Classical.choice, Quot.sound]
'CanonicalBandMoments.two_orbital_levels' depends on axioms: [propext, Classical.choice, Quot.sound]
```

## How the proof follows the traces

`trace_sub_pow` is the eigenvector argument for any Hermitian matrix: `hB` is \((H-C)V=V\Delta\), `hp` raises it to the power \(p\) by induction, and the `calc` block removes \(V\) by cyclicity. `central_moment` then substitutes \(H-C=DS\).

In `second_moment`, `hS.apply` turns the return hop into a complex conjugate, and `exact_mod_cast` takes the identity from complex to real numbers. `canonical_band_moments` adds the case \(p=1\). `third_moment` expands the trace and reorders the inner sums.

`band_collapses_iff` uses the fact that a sum of non-negative terms vanishes only if each term does. `band_edge_bound` applies Cauchy–Schwarz, `sq_sum_le_card_mul_sum_sq`, to all levels except `k`. `two_orbital_levels` uses the opposite deviations directly.
